# Slope and curvature of the Li–Nunes–Vanderbilt energy at an idempotent density matrix

A density-matrix minimisation can avoid diagonalising the Hamiltonian by computing an energy gradient and stepping along a direction built from it. One possible stopping test is that the gradient is small, which raises the question of what a zero gradient says about the density matrix. The problems below answer this for non-interacting electrons in a finite basis, at a density matrix that is already idempotent.

Let $H$ be the real one-electron Hamiltonian matrix in an orthonormal basis, held fixed, with energies measured from the chemical potential. The projector $P$ onto the occupied orbitals satisfies $P^2=P$. A trial density matrix $D$ need not satisfy this condition, so the energy is evaluated on a purified density:

$$E(D)=\operatorname{tr}\big((3D^2-2D^3)H\big).$$

The polynomial sends occupations near 0 or 1 closer to those values. Spin factors are omitted, and the number of electrons is not constrained.

In Lean, the finite type `n` labels the basis functions, and `Matrix n n ℝ` is the type of real square matrices. Symmetry is written `IsSymm` and assumed only where stated. The energy $E(D)$ is `energy H D`, with the Hamiltonian as first argument.

```lean
import Mathlib

open Matrix

namespace LiNunesVanderbilt

noncomputable section

variable {n : Type*} [Fintype n]

/-- The purification polynomial `3D² - 2D³` of a trial density matrix `D`. -/
def purify (D : Matrix n n ℝ) : Matrix n n ℝ :=
  (3 : ℝ) • (D * D) - (2 : ℝ) • (D * D * D)

/-- The Li-Nunes-Vanderbilt energy: the trace of the purified density with `H`. -/
def energy (H D : Matrix n n ℝ) : ℝ := trace (purify D * H)
```

## (a) Energy along a straight line

**Task.** For a density change $X$ and a real step length $t$, show that

$$E(D+tX)=E(D)+t\operatorname{tr}(X\,g(D))+t^2c(D,X)-2t^3\operatorname{tr}(X^3H),$$

where

$$g(D)=3(DH+HD)-2(D^2H+DHD+HD^2),$$
$$c(D,X)=\operatorname{tr}\big([3X^2-2(X^2D+XDX+DX^2)]H\big).$$

**Solution.** Keep the order of the factors:

$$(D+tX)^2=D^2+t(DX+XD)+t^2X^2,$$
$$(D+tX)^3=D^3+t(D^2X+DXD+XD^2)+t^2(X^2D+XDX+DX^2)+t^3X^3.$$

The $t^2$ and $t^3$ terms can be read off. In the linear term, cyclicity of the trace brings $X$ to the front:

$$\operatorname{tr}(DXH)=\operatorname{tr}(XHD),\quad \operatorname{tr}(DXDH)=\operatorname{tr}(XDHD),\quad \operatorname{tr}(D^2XH)=\operatorname{tr}(XHD^2).$$

Collecting terms gives $\operatorname{tr}(X\,g(D))$.

In Lean, $g$ is `gradient` and $c$ is `curvature`; the latter is the coefficient of $t^2$, which is half the second derivative. The three cyclic moves are `h1`, `h2` and `h3`, and `linear_combination` adds them with weights $3t$, $-2t$ and $-2t$ after the expansion.

```lean
/-- The matrix `3(DH + HD) - 2(D²H + DHD + HD²)`, the energy gradient at a trial density `D`. -/
def gradient (H D : Matrix n n ℝ) : Matrix n n ℝ :=
  (3 : ℝ) • (D * H + H * D) - (2 : ℝ) • (D * D * H + D * H * D + H * D * D)

/-- The second-order coefficient of the energy at `D` for a density change `X`. -/
def curvature (H D X : Matrix n n ℝ) : ℝ :=
  trace (((3 : ℝ) • (X * X) - (2 : ℝ) • (X * X * D + X * D * X + D * X * X)) * H)

/-- Along a straight line of trial densities the energy is an explicit cubic in the step
length `t`. -/
theorem energy_line (H D X : Matrix n n ℝ) (t : ℝ) :
    energy H (D + t • X) = energy H D + t * trace (X * gradient H D)
      + t ^ 2 * curvature H D X - 2 * t ^ 3 * trace (X * X * X * H) := by
  -- cyclicity of the trace brings X to the front in the linear terms
  have h1 : trace (D * (X * H)) = trace (X * (H * D)) := by
    rw [Matrix.trace_mul_comm]; simp only [Matrix.mul_assoc]
  have h2 : trace (D * (X * (D * H))) = trace (X * (D * (H * D))) := by
    rw [Matrix.trace_mul_comm]; simp only [Matrix.mul_assoc]
  have h3 : trace (D * (D * (X * H))) = trace (X * (H * (D * D))) := by
    rw [← Matrix.mul_assoc D D, Matrix.trace_mul_comm]; simp only [Matrix.mul_assoc]
  simp only [energy, purify, gradient, curvature, Matrix.add_mul, Matrix.mul_add,
    Matrix.sub_mul, Matrix.mul_sub, Matrix.smul_mul, Matrix.mul_smul, Matrix.trace_add,
    Matrix.trace_sub, Matrix.trace_smul, smul_eq_mul, Matrix.mul_assoc]
  linear_combination 3 * t * h1 - 2 * t * h2 - 2 * t * h3
```

## (b) Slope at a general trial density

**Task.** Show that

$$\frac{d}{dt}E(D+tX)\Big|_{t=0}=\operatorname{tr}(X\,g(D)).$$

**Solution.** Differentiate the cubic from (a):

$$\operatorname{tr}(X\,g(D))+2t\,c(D,X)-6t^2\operatorname{tr}(X^3H).$$

At $t=0$ only the first term remains. For symmetric $H$ and $D$, the entries of $g(D)$ are the partial derivatives of $E$ with respect to the entries of $D$; without symmetry, these derivatives form the transpose of $g(D)$. `HasDerivAt f s 0` says that `f` is differentiable at zero with slope `s`. The proof assembles the derivative from the rules for powers, sums and constant factors, then evaluates it at zero.

```lean
/-- At any trial density `D`, the slope of the energy in the direction `X` is the trace of `X`
with the gradient. -/
theorem hasDerivAt_energy (H D X : Matrix n n ℝ) :
    HasDerivAt (fun t : ℝ => energy H (D + t • X)) (trace (X * gradient H D)) 0 := by
  simp only [energy_line]
  have h := ((((hasDerivAt_id' (0 : ℝ)).mul_const (trace (X * gradient H D))).const_add
    (energy H D)).fun_add (((hasDerivAt_id' (0 : ℝ)).fun_pow 2).mul_const
    (curvature H D X))).fun_sub
    ((((hasDerivAt_id' (0 : ℝ)).fun_pow 3).const_mul 2).mul_const (trace (X * X * X * H)))
  exact h.congr_deriv (by simp)
```

## (c) The gradient at an idempotent density

**Task.** For $P^2=P$, show that

$$g(P)=PH+HP-2PHP.$$

**Solution.** Replacing $P^2$ by $P$ in the definition gives

$$g(P)=3(PH+HP)-2(PH+PHP+HP)=PH+HP-2PHP.$$

This equals $PH(1-P)+(1-P)HP$, the part of $H$ that couples occupied and virtual orbitals when $P$ is an orthogonal projector. In Lean, `simp only` inserts the idempotency and `module` collects the coefficients.

```lean
/-- At an idempotent density `P` the gradient is `PH + HP - 2PHP`. -/
theorem gradient_idempotent (H : Matrix n n ℝ) {P : Matrix n n ℝ} (hP : P * P = P) :
    gradient H P = P * H + H * P - (2 : ℝ) • (P * H * P) := by
  simp only [gradient, hP, Matrix.mul_assoc H P P]
  module
```

## (d) When the gradient matrix is zero

**Task.** For $P^2=P$, show that

$$PH+HP-2PHP=0\quad\Longleftrightarrow\quad HP=PH.$$

**Solution.** Multiply the left-hand matrix by $P$ from the left, then from the right. The results are

$$PH-PHP\qquad\text{and}\qquad HP-PHP.$$

If the matrix is zero, both vanish, so $HP=PHP=PH$. Conversely, if $HP=PH$, then $PHP=P^2H=PH$, and the matrix becomes $PH+PH-2PH=0$.

The two projected identities are `e1` and `e2` in the proof. Neither $H$ nor $P$ has to be symmetric here.

```lean
/-- For an idempotent density `P`, the matrix `PH + HP - 2PHP` vanishes exactly when `H` and `P`
commute. -/
theorem gradient_eq_zero_iff (H : Matrix n n ℝ) {P : Matrix n n ℝ} (hP : P * P = P) :
    P * H + H * P - (2 : ℝ) • (P * H * P) = 0 ↔ H * P = P * H := by
  constructor
  · intro h
    -- project from the left and from the right
    have e1 : P * (P * H + H * P - (2 : ℝ) • (P * H * P)) = P * H - P * H * P := by
      simp only [Matrix.mul_sub, Matrix.mul_add, Matrix.mul_smul, ← Matrix.mul_assoc, hP]
      module
    have e2 : (P * H + H * P - (2 : ℝ) • (P * H * P)) * P = H * P - P * H * P := by
      simp only [Matrix.sub_mul, Matrix.add_mul, Matrix.smul_mul, Matrix.mul_assoc, hP]
      module
    rw [h, Matrix.mul_zero] at e1
    rw [h, Matrix.zero_mul] at e2
    exact (sub_eq_zero.mp e2.symm).trans (sub_eq_zero.mp e1.symm).symm
  · intro h
    have e : P * H * P = P * H := by
      rw [Matrix.mul_assoc, h, ← Matrix.mul_assoc, hP]
    rw [e, h]
    module
```

## (e) Testing a matrix with symmetric directions

**Task.** Let $G$ be symmetric, with $\operatorname{tr}(XG)=0$ for every symmetric $X$. Show that

$$G=0.$$

**Solution.** The choice $X=G$ is allowed and gives

$$0=\operatorname{tr}(G^2)=\sum_{i,j}G_{ij}G_{ji}=\sum_{i,j}G_{ij}^2.$$

A sum of squares vanishes only if every term does. Lean proves this sum as `hs`, then applies the rule for vanishing sums of non-negative terms first to the rows and then to the entries of each row.

```lean
/-- A symmetric matrix whose trace with every symmetric matrix vanishes is zero. -/
theorem eq_zero_of_trace {G : Matrix n n ℝ} (hG : G.IsSymm)
    (h : ∀ X : Matrix n n ℝ, X.IsSymm → trace (X * G) = 0) : G = 0 := by
  -- the choice X = G gives the sum of squares of all entries
  have hs : ∑ i, ∑ j, G i j ^ 2 = 0 := by
    rw [← h G hG]
    simp only [Matrix.trace, Matrix.diag_apply, Matrix.mul_apply]
    refine Finset.sum_congr rfl fun i _ => Finset.sum_congr rfl fun j _ => ?_
    rw [hG.apply i j, sq]
  ext i j
  have h1 := (Finset.sum_eq_zero_iff_of_nonneg
    (fun i _ => Finset.sum_nonneg fun j _ => sq_nonneg (G i j))).mp hs i (Finset.mem_univ i)
  have h2 := (Finset.sum_eq_zero_iff_of_nonneg
    (fun j _ => sq_nonneg (G i j))).mp h1 j (Finset.mem_univ j)
  exact (pow_eq_zero_iff two_ne_zero).mp h2
```

## (f) Stationarity under symmetric changes

**Task.** Let $H$ and $P$ be symmetric and $P^2=P$. Show that for every $X$

$$\frac{d}{dt}E(P+tX)\Big|_{t=0}=\operatorname{tr}\big(X(PH+HP-2PHP)\big),$$

and that this slope vanishes for all symmetric $X$ exactly when $HP=PH$.

**Solution.** The slope follows from (b) and (c). Transposition exchanges $PH$ and $HP$ and leaves $PHP$ unchanged, so the gradient matrix is symmetric. If all slopes in symmetric directions vanish, (e) makes this matrix zero, and (d) gives $HP=PH$. Conversely, commutation makes the matrix zero by (d), and every slope with it.

A zero gradient therefore means that $P$ fills a set of eigenvectors of $H$, though not necessarily the lowest ones. In Hartree–Fock theory $H$ would be the Fock matrix, and $HP=PH$ has the form of the self-consistency condition. The Fock matrix itself changes with the density. This does not alter the condition, because to first order the Hartree–Fock energy changes by the trace of the density change with the current Fock matrix, up to spin factors. The response does enter at second order, so the curvature result in (h) is limited to a fixed $H$.

Symmetry of $P$ and commutation with $H$ do not suffice for stationarity when $P$ is not idempotent. Take $1\times1$ matrices with $H=1$ and $P=\tfrac12$. They commute, but $g(P)=6P-6P^2=\tfrac32$, so the energy has a non-zero slope.

The theorem joins the two claims by `∧`. In `HasDerivAt (...) 0 0`, the first zero is the slope and the second is the value of $t$. The step from vanishing slopes to vanishing traces uses the uniqueness of the derivative, `(hd X).unique`.

```lean
/-- For symmetric `H` and a symmetric idempotent density `P`, the energy has slope
`tr(X(PH + HP - 2PHP))` in each direction `X`, and it is stationary under all symmetric
changes exactly when `H` and `P` commute. -/
theorem stationary_iff_commute {H P : Matrix n n ℝ} (hH : H.IsSymm) (hPs : P.IsSymm)
    (hP : P * P = P) :
    (∀ X : Matrix n n ℝ, HasDerivAt (fun t : ℝ => energy H (P + t • X))
      (trace (X * (P * H + H * P - (2 : ℝ) • (P * H * P)))) 0) ∧
    ((∀ X : Matrix n n ℝ, X.IsSymm →
      HasDerivAt (fun t : ℝ => energy H (P + t • X)) 0 0) ↔ H * P = P * H) := by
  have hd : ∀ X : Matrix n n ℝ, HasDerivAt (fun t : ℝ => energy H (P + t • X))
      (trace (X * (P * H + H * P - (2 : ℝ) • (P * H * P)))) 0 := fun X => by
    rw [← gradient_idempotent H hP]
    exact hasDerivAt_energy H P X
  refine ⟨hd, ?_⟩
  rw [← gradient_eq_zero_iff H hP]
  constructor
  · intro h
    refine eq_zero_of_trace ?_ fun X hX => (hd X).unique (h X hX)
    unfold Matrix.IsSymm
    simp only [Matrix.transpose_sub, Matrix.transpose_add, Matrix.transpose_smul,
      Matrix.transpose_mul, hH.eq, hPs.eq, Matrix.mul_assoc]
    module
  · intro h X _
    have hX := hd X
    rw [h, Matrix.mul_zero, Matrix.trace_zero] at hX
    exact hX
```

## (g) A non-negative trace

**Task.** Let $v^{\mathsf T}Mv\ge0$ for every real vector $v$, let $X$ be symmetric, and let $R$ be a symmetric idempotent. Show that

$$\operatorname{tr}(XRXM)\ge0.$$

**Solution.** Put $A=XR$, so that $A^{\mathsf T}=RX$. Since $R=R^2$,

$$\operatorname{tr}(XRXM)=\operatorname{tr}(AA^{\mathsf T}M)=\operatorname{tr}(A^{\mathsf T}MA)=\sum_i a_i^{\mathsf T}Ma_i\ge0,$$

where $a_i$ is column $i$ of $A$. In Lean, `*ᵥ` applies a matrix to a vector and `⬝ᵥ` is the dot product. The factorisation is `e`, and the last line applies `hM` to each column.

```lean
/-- If `M` has a non-negative quadratic form, `X` is symmetric and `R` is a symmetric
idempotent, then `tr(XRXM)` is non-negative. -/
theorem trace_nonneg {M X R : Matrix n n ℝ} (hM : ∀ v : n → ℝ, 0 ≤ v ⬝ᵥ (M *ᵥ v))
    (hX : X.IsSymm) (hR : R.IsSymm) (hRR : R * R = R) : 0 ≤ trace (X * R * X * M) := by
  have e : X * R * X * M = (X * R) * ((X * R)ᵀ * M) := by
    calc X * R * X * M = X * (R * R) * X * M := by rw [hRR]
      _ = X * R * (R * X * M) := by simp only [Matrix.mul_assoc]
      _ = (X * R) * ((X * R)ᵀ * M) := by rw [Matrix.transpose_mul, hX.eq, hR.eq]
  rw [e, Matrix.trace_mul_comm, Matrix.mul_assoc]
  -- each diagonal entry is the quadratic form on a column of X R
  refine Finset.sum_nonneg fun i _ => ?_
  exact hM (fun k => (X * R) k i)
```

## (h) Curvature at a filled set of levels

**Task.** Let $P$ be a symmetric idempotent with $HP=PH$, and write $Q=1-P$. Assume $v^{\mathsf T}PHv\le0$ and $v^{\mathsf T}QHv\ge0$ for every $v$. Show that for every symmetric $X$

$$c(P,X)\ge0.$$

**Solution.** Because of commutation, $v^{\mathsf T}PHv=(Pv)^{\mathsf T}H(Pv)$, and likewise for $Q$. For a symmetric $H$, the assumptions thus say that no occupied level lies above the chemical potential and no virtual level below it; the proof itself does not use the symmetry of $H$.

Commutation and cyclicity give $\operatorname{tr}(PX^2H)=\operatorname{tr}(X^2PH)$, hence

$$c(P,X)=3\operatorname{tr}(X^2H)-4\operatorname{tr}(X^2PH)-2\operatorname{tr}(XPXH).$$

Set $V=QH$ and $L=-PH$, so that $H=V-L$. With $X^2=XPX+XQX$ this becomes

$$c(P,X)=3\operatorname{tr}(XQXV)+\operatorname{tr}(XPXV)+3\operatorname{tr}(XPXL)+\operatorname{tr}(XQXL).$$

Both $V$ and $L$ have non-negative quadratic forms, so each trace is non-negative by (g). A non-negative coefficient is necessary for a local minimum but does not by itself establish one.

In the proof, `a`, `b`, `c` and `d` are the four traces in this order, `e` is the cyclic identity, and `linarith` finds the weights.

```lean
/-- Let the symmetric idempotent `P` commute with `H`, with `H` non-positive on the occupied
space and non-negative on the virtual space. Then the second-order coefficient of the energy
at `P` is non-negative for every symmetric density change. -/
theorem curvature_nonneg [DecidableEq n] {H P X : Matrix n n ℝ} (hPs : P.IsSymm)
    (hP : P * P = P) (hc : H * P = P * H)
    (hocc : ∀ v : n → ℝ, v ⬝ᵥ ((P * H) *ᵥ v) ≤ 0)
    (hvirt : ∀ v : n → ℝ, 0 ≤ v ⬝ᵥ (((1 - P) * H) *ᵥ v)) (hX : X.IsSymm) :
    0 ≤ curvature H P X := by
  have hQs : (1 - P).IsSymm := by
    unfold Matrix.IsSymm
    rw [Matrix.transpose_sub, Matrix.transpose_one, hPs.eq]
  have hQ : (1 - P) * (1 - P) = 1 - P := by
    simp only [Matrix.sub_mul, Matrix.mul_sub, Matrix.one_mul, Matrix.mul_one, hP]
    abel
  have hL : ∀ v : n → ℝ, 0 ≤ v ⬝ᵥ ((-(P * H)) *ᵥ v) := fun v => by
    rw [Matrix.neg_mulVec, dotProduct_neg]
    linarith [hocc v]
  -- the four occupied and virtual contributions
  have a := trace_nonneg hvirt hX hQs hQ
  have b := trace_nonneg hvirt hX hPs hP
  have c := trace_nonneg hL hX hPs hP
  have d := trace_nonneg hL hX hQs hQ
  have e : trace (P * (X * (X * H))) = trace (X * (X * (P * H))) := by
    rw [Matrix.trace_mul_comm]
    simp only [Matrix.mul_assoc, hc]
  simp only [curvature, Matrix.add_mul, Matrix.sub_mul, Matrix.mul_sub, Matrix.smul_mul,
    Matrix.one_mul, Matrix.mul_one, Matrix.mul_neg, Matrix.trace_add, Matrix.trace_sub,
    Matrix.trace_neg, Matrix.trace_smul, smul_eq_mul, Matrix.mul_assoc] at a b c d ⊢
  linarith
```

## (i) Two sites with the bonding orbital filled

**Task.** Take

$$H=\begin{pmatrix}0&-1\\-1&0\end{pmatrix},\qquad P=\frac12\begin{pmatrix}1&1\\1&1\end{pmatrix}.$$

Show that both are symmetric, that $P^2=P$ and $HP=PH$, and that

$$v^{\mathsf T}PHv=-\tfrac12(v_0+v_1)^2,\qquad v^{\mathsf T}(1-P)Hv=\tfrac12(v_0-v_1)^2.$$

**Solution.** Symmetry is visible, and multiplication gives $P^2=P$ and $PH=HP=-P$. Therefore $(1-P)H=H+P=1-P$, and the two quadratic forms follow, with the signs required in (h). The levels are $-1$ and $+1$ in units of the hopping energy, with the chemical potential midway between them.

Lean computes the two products as `h1` and `h2`, checking matrices entry by entry with `fin_cases`. It then rewrites the quadratic forms as the squares above.

```lean
/-- The hopping Hamiltonian of two equivalent sites. -/
def hopping : Matrix (Fin 2) (Fin 2) ℝ := !![0, -1; -1, 0]

/-- The density matrix of the normalised in-phase combination of the two sites. -/
def bonding : Matrix (Fin 2) (Fin 2) ℝ := !![1/2, 1/2; 1/2, 1/2]

/-- The two-site hopping Hamiltonian and its bonding density are symmetric, the density is
idempotent and commutes with the Hamiltonian, and the occupied and virtual sign conditions
hold. -/
theorem hopping_bonding_witness :
    hopping.IsSymm ∧ bonding.IsSymm ∧ bonding * bonding = bonding ∧
    hopping * bonding = bonding * hopping ∧
    (∀ v : Fin 2 → ℝ, v ⬝ᵥ ((bonding * hopping) *ᵥ v) ≤ 0) ∧
    (∀ v : Fin 2 → ℝ, 0 ≤ v ⬝ᵥ (((1 - bonding) * hopping) *ᵥ v)) := by
  have h1 : bonding * hopping = !![-1/2, -1/2; -1/2, -1/2] := by
    ext i j
    fin_cases i <;> fin_cases j <;>
      norm_num [bonding, hopping, Matrix.mul_apply, Fin.sum_univ_two]
  have h2 : (1 - bonding) * hopping = !![1/2, -1/2; -1/2, 1/2] := by
    rw [Matrix.sub_mul, Matrix.one_mul, h1]
    ext i j
    fin_cases i <;> fin_cases j <;> norm_num [hopping]
  refine ⟨?_, ?_, ?_, ?_, fun v => ?_, fun v => ?_⟩
  · ext i j
    fin_cases i <;> fin_cases j <;> simp [hopping]
  · ext i j
    fin_cases i <;> fin_cases j <;> simp [bonding]
  · ext i j
    fin_cases i <;> fin_cases j <;>
      norm_num [bonding, Matrix.mul_apply, Fin.sum_univ_two]
  · rw [h1]
    ext i j
    fin_cases i <;> fin_cases j <;>
      norm_num [bonding, hopping, Matrix.mul_apply, Fin.sum_univ_two]
  · have e : v ⬝ᵥ ((bonding * hopping) *ᵥ v) = -((v 0 + v 1) ^ 2 / 2) := by
      rw [h1]
      simp [Matrix.mulVec, dotProduct, Fin.sum_univ_two]
      ring
    rw [e]
    linarith [sq_nonneg (v 0 + v 1)]
  · have e : v ⬝ᵥ (((1 - bonding) * hopping) *ᵥ v) = (v 0 - v 1) ^ 2 / 2 := by
      rw [h2]
      simp [Matrix.mulVec, dotProduct, Fin.sum_univ_two]
      ring
    rw [e]
    positivity

end

end LiNunesVanderbilt
```

```lean
#print axioms LiNunesVanderbilt.stationary_iff_commute
#print axioms LiNunesVanderbilt.curvature_nonneg
```

```
'LiNunesVanderbilt.stationary_iff_commute' depends on axioms: [propext, Classical.choice, Quot.sound]
'LiNunesVanderbilt.curvature_nonneg' depends on axioms: [propext, Classical.choice, Quot.sound]
```
